# The Golden–Thompson inequality for one qubit, with its equality case

## Physical setting

A spin one-half sits in two static fields at once, so its Hamiltonian is $H = H_A + H_B$ with $H_A = -\mathbf h_A\cdot\sigma$ and $H_B = -\mathbf h_B\cdot\sigma$. Here $\sigma = (\sigma_x,\sigma_y,\sigma_z)$ are the Pauli matrices and $\mathbf h_A, \mathbf h_B$ are real vectors in units of energy. At inverse temperature $\beta$ the partition function is $Z = \operatorname{tr} e^{-\beta H}$. Replacing $e^{-\beta H}$ by the product $e^{-\beta H_A}e^{-\beta H_B}$ is exact for commuting terms, and the question is in which direction the trace moves otherwise. For a single two-level system with traceless $H_A$ and $H_B$, the product never underestimates $Z$, and it reproduces $Z$ exactly when the fields lie along one line.

Put $a = \beta\mathbf h_A$ and $b = \beta\mathbf h_B$. Components are numbered $a_0, a_1, a_2$ for $x, y, z$, so that
$$a\cdot\sigma = a_0\sigma_x + a_1\sigma_y + a_2\sigma_z = \begin{pmatrix} a_2 & a_0 - i a_1\\ a_0 + i a_1 & -a_2\end{pmatrix}.$$
The length is $|a| = \sqrt{a\cdot a}$, the identity matrix is $I$, and $\operatorname{sinhc} x = \sinh x/x$ for $x\neq 0$ with $\operatorname{sinhc} 0 = 1$.

## Statement

For all $a, b\in\mathbb R^3$ both traces below are real, and
$$\operatorname{tr} e^{a\cdot\sigma + b\cdot\sigma} \le \operatorname{tr}\left(e^{a\cdot\sigma}e^{b\cdot\sigma}\right),$$
with equality if and only if $a\times b = 0$. The condition $a \times b = 0$ covers parallel and antiparallel fields and the cases $a = 0$ or $b = 0$.

## Derivation

Step 1, Pauli algebra. Squaring the matrix above gives $a_2^2 + (a_0 - ia_1)(a_0 + ia_1) = a\cdot a$ on both diagonal places and $0$ off the diagonal, so $(a\cdot\sigma)^2 = |a|^2 I$. The trace is $a_2 - a_2 = 0$. For two vectors,
$$\operatorname{tr}(a\cdot\sigma)(b\cdot\sigma) = 2a_2b_2 + (a_0 - ia_1)(b_0 + ib_1) + (a_0 + ia_1)(b_0 - ib_1) = 2\,a\cdot b .$$

Step 2, the exponential. From the square, $(a\cdot\sigma)^{2k} = |a|^{2k}I$ and $(a\cdot\sigma)^{2k+1} = |a|^{2k}\,a\cdot\sigma$ for $k = 0, 1, 2,\dots$ Splitting the exponential series into even and odd terms,
$$e^{a\cdot\sigma} = \sum_k \frac{|a|^{2k}}{(2k)!}\,I + \sum_k\frac{|a|^{2k}}{(2k+1)!}\,a\cdot\sigma = \cosh|a|\;I + \operatorname{sinhc}|a|\;a\cdot\sigma .$$

Step 3, the traces. Since $a\cdot\sigma + b\cdot\sigma = (a+b)\cdot\sigma$ is traceless and $\operatorname{tr} I = 2$,
$$\operatorname{tr}e^{a\cdot\sigma + b\cdot\sigma} = 2\cosh|a+b| .$$
In the product of two closed forms the terms linear in $a\cdot\sigma$ or $b\cdot\sigma$ have zero trace, which leaves
$$\operatorname{tr}\left(e^{a\cdot\sigma}e^{b\cdot\sigma}\right) = 2\left(\cosh|a|\cosh|b| + a\cdot b\,\operatorname{sinhc}|a|\operatorname{sinhc}|b|\right).$$
With $r = |a|$, $s = |b|$ and $d = a\cdot b$ one has $|a+b|^2 = r^2 + s^2 + 2d$. What remains is to compare $\cosh\sqrt{r^2+s^2+2d}$ with $\cosh r\cosh s + d\operatorname{sinhc} r\operatorname{sinhc} s$.

Step 4, convexity. For $x\ge 0$ let $f(x) = \cosh\sqrt x = \sum_n x^n/(2n)!$. Take $x\neq y$ in $[0,\infty)$ and weights $p, q > 0$ with $p + q = 1$. Every power is convex on $[0,\infty)$, so $(px+qy)^n \le px^n + qy^n$, and for $n = 2$ this is strict, the gap being $pq(x-y)^2$. Dividing by $(2n)!$ and summing gives $f(px+qy) < pf(x) + qf(y)$.

Step 5, the scalar comparison. If $d = \pm rs$, then $r^2+s^2+2d = (r\pm s)^2$ and, since $\cosh$ is even and $x\operatorname{sinhc}x = \sinh x$,
$$\cosh(r\pm s) = \cosh r\cosh s \pm\sinh r\sinh s = \cosh r\cosh s + d\operatorname{sinhc}r\operatorname{sinhc}s .$$
If $d^2 < r^2s^2$, then $rs\neq 0$, and $t = d/(rs)$ satisfies $t^2 < 1$. The weights $p = (1+t)/2$ and $q = (1-t)/2$ are positive and add to one, the points $(r+s)^2$ and $(r-s)^2$ differ by $4rs\ne0$, and
$$p(r+s)^2 + q(r-s)^2 = r^2+s^2+2t\,rs = r^2+s^2+2d .$$
Step 4 then gives
$$\cosh\sqrt{r^2+s^2+2d} < p\cosh(r+s) + q\cosh(r-s) = \cosh r\cosh s + t\sinh r\sinh s ,$$
and $t\sinh r\sinh s = t\,rs\operatorname{sinhc}r\operatorname{sinhc}s = d\operatorname{sinhc}r\operatorname{sinhc}s$.

Step 6, sorting the vectors. Lagrange's identity $|a|^2|b|^2 - (a\cdot b)^2 = |a\times b|^2$ puts $a\times b = 0$ in the first case and $a\times b\neq0$ in the second. Multiplying by two gives equality of the traces in the first case and strict inequality in the second.

The product is the one-slice imaginary-time splitting of $e^{-\beta H}$. To evaluate it for one qubit, one forms the two factors from the closed form of step 2, with a branch for $\operatorname{sinhc}$ at zero length, and multiplies them. For $a = (1,0,0)$ and $b = (0,0,1)$ the exact trace is $2\cosh\sqrt2\approx 4.356$ and the split trace is $2\cosh^2 1\approx 4.762$. The free energy $-\beta^{-1}\ln(\cdot)$ taken from the split trace therefore lies below the true one. The symmetric splitting $e^{a\cdot\sigma/2}e^{b\cdot\sigma}e^{a\cdot\sigma/2}$ has the same trace as the plain product, by cyclicity, so it gives the same estimate of $Z$.

## What the formal version assumes

Vectors are functions `Fin 3 → ℝ`, with `a 0`, `a 1`, `a 2` the components $a_0,a_1,a_2$. The list `pauli` holds $\sigma_x,\sigma_y,\sigma_z$ at the indices 0, 1, 2, as elements of `Matrix (Fin 2) (Fin 2) ℂ` in the basis where $\sigma_z$ is diagonal; index 0 is $\sigma_x$ and not the identity. The matrices are the Pauli matrices themselves with eigenvalues $\pm1$, so a factor $\hbar/2$, the temperature and the sign of the coupling are all absorbed in $a$ and $b$. The definitions `sigmaDot a`, `len a` and `sinhc` are $a\cdot\sigma$, $|a|$ and $\operatorname{sinhc}$; the expressions `a ⬝ᵥ b` and `a ⨯₃ b` are the dot and cross products. The exponential `NormedSpace.exp` is the sum of the series $\sum_n M^n/n!$ for a matrix $M$, and `trace` is the unnormalised trace with $\operatorname{tr}I = 2$.

The theorem `golden_thompson` says that for every `a` and `b`, with no hypothesis, the real part of $\operatorname{tr}e^{a\cdot\sigma+b\cdot\sigma}$ is at most the real part of $\operatorname{tr}(e^{a\cdot\sigma}e^{b\cdot\sigma})$. Taking real parts loses nothing, because `trace_exp_add` and `trace_exp_mul` identify each complex trace with an explicit real number. The theorem `golden_thompson_eq_iff` says that the two traces are equal as complex numbers exactly when `a ⨯₃ b = 0`.

The exponents are traceless Hermitian $2\times2$ matrices, whereas the inequality of Golden and Thompson concerns Hermitian matrices of any finite size, and the closed form used here has its source in $(a\cdot\sigma)^2\propto I$. A real multiple of the identity added to either exponent would scale both sides by the same positive factor, and the relation $[a\cdot\sigma,b\cdot\sigma] = 2i\,(a\times b)\cdot\sigma$ reads the equality condition as commutation. Those readings, like the numbers and the free-energy and cyclicity comments after step 6, are ordinary mathematics that the file does not state. Products of several slices, real-time exponentials and coupled spins are not treated.

## The file

In Lean 4 with Mathlib:

```lean
import Mathlib

open Matrix

namespace QubitGoldenThompson

noncomputable section

/-- The three Pauli matrices `σ_x, σ_y, σ_z`. -/
def pauli : Fin 3 → Matrix (Fin 2) (Fin 2) ℂ :=
  ![!![0, 1; 1, 0], !![0, -Complex.I; Complex.I, 0], !![1, 0; 0, -1]]

/-- The qubit operator `a·σ = ∑ a_k σ_k` for a real three-vector `a`. -/
def sigmaDot (a : Fin 3 → ℝ) : Matrix (Fin 2) (Fin 2) ℂ := ∑ k, a k • pauli k

/-- The Euclidean length `|a|` of a real three-vector. -/
def len (a : Fin 3 → ℝ) : ℝ := Real.sqrt (a ⬝ᵥ a)

/-- The function `sinh x / x`, with the value `1` at `x = 0`. -/
def sinhc (x : ℝ) : ℝ := if x = 0 then 1 else Real.sinh x / x

/-- The squared length of a vector is its dot product with itself. -/
theorem len_sq (a : Fin 3 → ℝ) : len a ^ 2 = a ⬝ᵥ a :=
  Real.sq_sqrt (Finset.sum_nonneg fun _ _ => mul_self_nonneg _)

/-- Pauli algebra: `(a·σ)² = (a·a) I`, `tr (a·σ) = 0` and `tr ((a·σ)(b·σ)) = 2 a·b`. -/
theorem pauli_algebra (a b : Fin 3 → ℝ) :
    sigmaDot a * sigmaDot a = (a ⬝ᵥ a) • (1 : Matrix (Fin 2) (Fin 2) ℂ) ∧
    trace (sigmaDot a) = 0 ∧
    trace (sigmaDot a * sigmaDot b) = ((2 * (a ⬝ᵥ b) : ℝ) : ℂ) := by
  have h : ∀ c : Fin 3 → ℝ, sigmaDot c =
      !![(c 2 : ℂ), c 0 - Complex.I * c 1; c 0 + Complex.I * c 1, -(c 2 : ℂ)] := by
    intro c
    ext i j
    fin_cases i <;> fin_cases j <;> simp [sigmaDot, pauli, Fin.sum_univ_three] <;> ring
  rw [h a, h b]
  refine ⟨?_, ?_, ?_⟩
  · ext i j
    fin_cases i <;> fin_cases j <;> apply Complex.ext <;>
      simp [Matrix.mul_apply, Fin.sum_univ_two, dotProduct, Fin.sum_univ_three] <;> ring
  · simp [trace_fin_two]
  · apply Complex.ext <;>
      simp [trace_fin_two, dotProduct,
        Fin.sum_univ_three] <;> ring

/-- Closed form of the exponential: `exp (a·σ) = cosh |a| I + sinhc |a| a·σ`. -/
theorem exp_sigmaDot (a : Fin 3 → ℝ) :
    NormedSpace.exp (sigmaDot a) =
      Real.cosh (len a) • (1 : Matrix (Fin 2) (Fin 2) ℂ) + sinhc (len a) • sigmaDot a := by
  have hsq : sigmaDot a ^ 2 = (len a ^ 2) • (1 : Matrix (Fin 2) (Fin 2) ℂ) := by
    rw [len_sq, pow_two, (pauli_algebra a a).1]
  -- even powers are multiples of the identity, odd powers multiples of `a·σ`
  have hev : ∀ k : ℕ, sigmaDot a ^ (2 * k) =
      (len a ^ (2 * k)) • (1 : Matrix (Fin 2) (Fin 2) ℂ) := by
    intro k
    rw [pow_mul, hsq, _root_.smul_pow, one_pow, ← pow_mul]
  have hodd : ∀ k : ℕ, sigmaDot a ^ (2 * k + 1) = (len a ^ (2 * k)) • sigmaDot a := by
    intro k
    rw [pow_succ, hev, smul_mul_assoc, one_mul]
  have hsinhc : ∀ r : ℝ,
      HasSum (fun k : ℕ => r ^ (2 * k) / ((2 * k + 1).factorial : ℝ)) (sinhc r) := by
    intro r
    by_cases h : r = 0
    · subst h
      have := hasSum_single (f := fun k : ℕ => (0 : ℝ) ^ (2 * k) / ((2 * k + 1).factorial : ℝ))
        0 (by intro k hk; simp [hk])
      simpa [sinhc] using this
    · have e : (fun k : ℕ => r ^ (2 * k) / ((2 * k + 1).factorial : ℝ)) =
          fun k : ℕ => r ^ (2 * k + 1) / ((2 * k + 1).factorial : ℝ) / r := by
        funext k
        rw [pow_succ]
        field_simp
      rw [sinhc, if_neg h, e]
      exact (Real.hasSum_sinh r).div_const r
  have h1 : HasSum (fun k : ℕ => (((2 * k).factorial : ℝ)⁻¹) • sigmaDot a ^ (2 * k))
      (Real.cosh (len a) • (1 : Matrix (Fin 2) (Fin 2) ℂ)) := by
    simp only [hev, smul_smul, ← div_eq_inv_mul]
    exact (Real.hasSum_cosh (len a)).smul_const _
  have h2 : HasSum (fun k : ℕ => (((2 * k + 1).factorial : ℝ)⁻¹) • sigmaDot a ^ (2 * k + 1))
      (sinhc (len a) • sigmaDot a) := by
    simp only [hodd, smul_smul, ← div_eq_inv_mul]
    exact (hsinhc (len a)).smul_const _
  have h3 : HasSum (fun n : ℕ => ((n.factorial : ℝ)⁻¹) • sigmaDot a ^ n) _ :=
    HasSum.even_add_odd (f := fun n : ℕ => ((n.factorial : ℝ)⁻¹) • sigmaDot a ^ n) h1 h2
  rw [NormedSpace.exp_eq_tsum (𝕂 := ℝ) (𝔸 := Matrix (Fin 2) (Fin 2) ℂ)]
  exact h3.tsum_eq

/-- The trace of `exp (a·σ + b·σ)` is the real number `2 cosh |a + b|`. -/
theorem trace_exp_add (a b : Fin 3 → ℝ) :
    trace (NormedSpace.exp (sigmaDot a + sigmaDot b)) =
      ((2 * Real.cosh (len (a + b)) : ℝ) : ℂ) := by
  have h : sigmaDot a + sigmaDot b = sigmaDot (a + b) := by
    simp [sigmaDot, add_smul, Finset.sum_add_distrib]
  rw [h, exp_sigmaDot]
  simp only [trace_add, trace_smul, (pauli_algebra (a + b) a).2.1, trace_one,
    Complex.real_smul, Fintype.card_fin]
  push_cast
  ring

/-- The trace of `exp (a·σ) exp (b·σ)` is the real number
`2 (cosh |a| cosh |b| + a·b sinhc |a| sinhc |b|)`. -/
theorem trace_exp_mul (a b : Fin 3 → ℝ) :
    trace (NormedSpace.exp (sigmaDot a) * NormedSpace.exp (sigmaDot b)) =
      ((2 * (Real.cosh (len a) * Real.cosh (len b) +
        (a ⬝ᵥ b) * (sinhc (len a) * sinhc (len b))) : ℝ) : ℂ) := by
  rw [exp_sigmaDot, exp_sigmaDot]
  simp only [add_mul, mul_add, smul_mul_assoc, mul_smul_comm, one_mul, mul_one, trace_add,
    trace_smul, (pauli_algebra a b).2.1, (pauli_algebra b a).2.1, (pauli_algebra a b).2.2,
    trace_one, Complex.real_smul, Fintype.card_fin]
  push_cast
  ring

/-- The function `x ↦ cosh √x` is strictly convex on the nonnegative reals. -/
theorem strictConvexOn_cosh_sqrt :
    StrictConvexOn ℝ (Set.Ici 0) (fun x : ℝ => Real.cosh (Real.sqrt x)) := by
  refine ⟨convex_Ici 0, fun x hx y hy hxy p q hp hq hpq => ?_⟩
  -- cosh √z = ∑ zⁿ / (2n)!
  have hs : ∀ z : ℝ, 0 ≤ z →
      HasSum (fun n : ℕ => z ^ n / ((2 * n).factorial : ℝ)) (Real.cosh (Real.sqrt z)) := by
    intro z hz
    have := Real.hasSum_cosh (Real.sqrt z)
    simpa only [pow_mul, Real.sq_sqrt hz] using this
  have hz : 0 ≤ p * x + q * y := add_nonneg (mul_nonneg hp.le hx) (mul_nonneg hq.le hy)
  simp only [smul_eq_mul]
  refine hasSum_lt (i := 2) ?_ ?_ (hs _ hz) (((hs x hx).mul_left p).add ((hs y hy).mul_left q))
  · intro n
    have h : (p * x + q * y) ^ n ≤ p * x ^ n + q * y ^ n :=
      (convexOn_pow n).2 hx hy hp.le hq.le hpq
    have hc : (0 : ℝ) ≤ ((2 * n).factorial : ℝ) := by positivity
    exact (div_le_div_of_nonneg_right h hc).trans_eq (by ring)
  · have h : (p * x + q * y) ^ 2 < p * x ^ 2 + q * y ^ 2 :=
      (strictConvexOn_pow (le_refl 2)).2 hx hy hxy hp hq hpq
    have hc : (0 : ℝ) < ((2 * 2).factorial : ℝ) := by positivity
    exact (div_lt_div_of_pos_right h hc).trans_eq (by ring)

/-- The number `cosh √(r² + s² + 2d)` equals `cosh r cosh s + d sinhc r sinhc s` when
`d² = (r s)²` and is strictly smaller when `d² < (r s)²`. -/
theorem cosh_sqrt_compare (r s d : ℝ) :
    (d ^ 2 = (r * s) ^ 2 → Real.cosh (Real.sqrt (r ^ 2 + s ^ 2 + 2 * d)) =
      Real.cosh r * Real.cosh s + d * (sinhc r * sinhc s)) ∧
    (d ^ 2 < (r * s) ^ 2 → Real.cosh (Real.sqrt (r ^ 2 + s ^ 2 + 2 * d)) <
      Real.cosh r * Real.cosh s + d * (sinhc r * sinhc s)) := by
  have hm : ∀ x : ℝ, x * sinhc x = Real.sinh x := by
    intro x
    by_cases h : x = 0
    · simp [h]
    · rw [sinhc, if_neg h]
      field_simp
  refine ⟨fun hd => ?_, fun hd => ?_⟩
  · rcases sq_eq_sq_iff_eq_or_eq_neg.1 hd with h | h
    · have e : r ^ 2 + s ^ 2 + 2 * d = (r + s) ^ 2 := by rw [h]; ring
      rw [e, Real.sqrt_sq_eq_abs, Real.cosh_abs, Real.cosh_add, ← hm r, ← hm s, h]
      ring
    · have e : r ^ 2 + s ^ 2 + 2 * d = (r - s) ^ 2 := by rw [h]; ring
      rw [e, Real.sqrt_sq_eq_abs, Real.cosh_abs, Real.cosh_sub, ← hm r, ← hm s, h]
      ring
  · have hp : 0 < (r * s) ^ 2 := lt_of_le_of_lt (sq_nonneg d) hd
    have hrs : r * s ≠ 0 := fun h => by simp [h] at hp
    obtain ⟨t, rfl⟩ : ∃ t, d = t * (r * s) := ⟨d / (r * s), (div_mul_cancel₀ d hrs).symm⟩
    have ht : t ^ 2 < 1 := by
      by_contra hc
      nlinarith [mul_nonneg (sub_nonneg.2 (not_lt.1 hc)) hp.le]
    have hne : (r + s) ^ 2 ≠ (r - s) ^ 2 := fun h => hrs (by linarith)
    -- mix (r + s)² and (r - s)² with weights (1 ± t) / 2
    have hw1 : 0 < (1 + t) / 2 := by nlinarith
    have hw2 : 0 < (1 - t) / 2 := by nlinarith
    have hw3 : (1 + t) / 2 + (1 - t) / 2 = 1 := by ring
    have h := strictConvexOn_cosh_sqrt.2 (Set.mem_Ici.2 (sq_nonneg (r + s)))
      (Set.mem_Ici.2 (sq_nonneg (r - s))) hne
      hw1 hw2 hw3
    simp only [smul_eq_mul, Real.sqrt_sq_eq_abs, Real.cosh_abs, Real.cosh_add,
      Real.cosh_sub] at h
    have e : (1 + t) / 2 * (r + s) ^ 2 + (1 - t) / 2 * (r - s) ^ 2 =
        r ^ 2 + s ^ 2 + 2 * (t * (r * s)) := by ring
    rw [e, ← hm r, ← hm s] at h
    linarith

/-- The number `cosh |a + b|` equals `cosh |a| cosh |b| + a·b sinhc |a| sinhc |b|` when
`a × b = 0` and is strictly smaller when `a × b ≠ 0`. -/
theorem cosh_len_add (a b : Fin 3 → ℝ) :
    (a ⨯₃ b = 0 → Real.cosh (len (a + b)) =
      Real.cosh (len a) * Real.cosh (len b) + (a ⬝ᵥ b) * (sinhc (len a) * sinhc (len b))) ∧
    (a ⨯₃ b ≠ 0 → Real.cosh (len (a + b)) <
      Real.cosh (len a) * Real.cosh (len b) + (a ⬝ᵥ b) * (sinhc (len a) * sinhc (len b))) := by
  have hl : len (a + b) = Real.sqrt (len a ^ 2 + len b ^ 2 + 2 * (a ⬝ᵥ b)) := by
    rw [len_sq, len_sq, len]
    congr 1
    simp only [add_dotProduct, dotProduct_add, dotProduct_comm b a]
    ring
  -- Lagrange identity
  have hL : (len a * len b) ^ 2 - (a ⬝ᵥ b) ^ 2 = (a ⨯₃ b) ⬝ᵥ (a ⨯₃ b) := by
    rw [mul_pow, len_sq, len_sq]
    simp [cross_apply, dotProduct, Fin.sum_univ_three]
    ring
  rw [hl]
  refine ⟨fun h => (cosh_sqrt_compare _ _ _).1 ?_, fun h => (cosh_sqrt_compare _ _ _).2 ?_⟩
  · rw [h, dotProduct_zero] at hL
    linarith
  · have h0 : 0 ≤ (a ⨯₃ b) ⬝ᵥ (a ⨯₃ b) := by rw [← len_sq]; positivity
    have h1 : 0 < (a ⨯₃ b) ⬝ᵥ (a ⨯₃ b) :=
      lt_of_le_of_ne h0 fun e => h (dotProduct_self_eq_zero.1 e.symm)
    linarith

/-- Golden-Thompson inequality for one qubit: the real part of `tr exp (a·σ + b·σ)` is at most
the real part of `tr (exp (a·σ) exp (b·σ))`. -/
theorem golden_thompson (a b : Fin 3 → ℝ) :
    (trace (NormedSpace.exp (sigmaDot a + sigmaDot b))).re ≤
      (trace (NormedSpace.exp (sigmaDot a) * NormedSpace.exp (sigmaDot b))).re := by
  rw [trace_exp_add, trace_exp_mul, Complex.ofReal_re, Complex.ofReal_re]
  by_cases h : a ⨯₃ b = 0
  · linarith [(cosh_len_add a b).1 h]
  · linarith [(cosh_len_add a b).2 h]

/-- The traces of `exp (a·σ + b·σ)` and `exp (a·σ) exp (b·σ)` coincide exactly when
`a × b = 0`. -/
theorem golden_thompson_eq_iff (a b : Fin 3 → ℝ) :
    trace (NormedSpace.exp (sigmaDot a + sigmaDot b)) =
      trace (NormedSpace.exp (sigmaDot a) * NormedSpace.exp (sigmaDot b)) ↔ a ⨯₃ b = 0 := by
  rw [trace_exp_add, trace_exp_mul, Complex.ofReal_inj]
  constructor
  · intro h
    by_contra hc
    linarith [(cosh_len_add a b).2 hc]
  · intro h
    linarith [(cosh_len_add a b).1 h]

end

end QubitGoldenThompson
```

```lean
#print axioms QubitGoldenThompson.golden_thompson
#print axioms QubitGoldenThompson.golden_thompson_eq_iff
```

```
'QubitGoldenThompson.golden_thompson' depends on axioms: [propext, Classical.choice, Quot.sound]
'QubitGoldenThompson.golden_thompson_eq_iff' depends on axioms: [propext, Classical.choice, Quot.sound]
```

## Notes on the proof

`len_sq` gives $|a|^2 = a\cdot a$, using that $a\cdot a$ is a sum of squares. `pauli_algebra` is step 1. Its auxiliary `h` writes `sigmaDot c` as the explicit matrix; the square is then compared entry by entry, `Complex.ext` separates real and imaginary parts, and `ring` closes the polynomial identities.

`exp_sigmaDot` is step 2. The statements `hev` and `hodd` are the even and odd powers. In `hsinhc` the series $\sum_k r^{2k}/(2k+1)!$ is summed in two cases: at $r = 0$ only the $k = 0$ term survives and gives $1$, the value built into `sinhc`, and at $r\neq0$ it is `Real.hasSum_sinh` divided by $r$. Then `h1` and `h2` are the even and odd matrix series, `HasSum.even_add_odd` interleaves them into `h3`, and `NormedSpace.exp_eq_tsum` identifies the result with the exponential. Since `HasSum` states convergence to a given value, the splitting of the series is justified along the way.

`trace_exp_add` and `trace_exp_mul` are step 3. The first rewrites the sum as `sigmaDot (a + b)` and applies the closed form once. The second applies it twice, expands the product into four terms and inserts the traces from `pauli_algebra`.

`strictConvexOn_cosh_sqrt` is step 4 on the set `Set.Ici 0`, which is $[0,\infty)$. The series `hs` comes from `Real.hasSum_cosh` with $(\sqrt z)^{2n} = z^n$ for $z \ge 0$. The call `hasSum_lt (i := 2)` compares two convergent series, asking for $\le$ in every term, supplied by `convexOn_pow`, and for $<$ at $n = 2$, supplied by `strictConvexOn_pow`.

`cosh_sqrt_compare` is step 5, for arbitrary real `r`, `s`, `d` with no sign condition. The identity $x\operatorname{sinhc}x = \sinh x$ is `hm`. In the equality part, `sq_eq_sq_iff_eq_or_eq_neg` yields $d = \pm rs$, the square root becomes $|r\pm s|$, `Real.cosh_abs` removes the absolute value, and the addition formulas finish. In the strict part, `obtain` substitutes $d = t\,rs$, `ht` is $t^2<1$, `hne` says the two points differ, `hw1`, `hw2` and `hw3` are the conditions on the weights, and `e` is the mixture identity.

`cosh_len_add` is step 6. Here `hl` expands $|a+b|$, and `hL` is Lagrange's identity in components. For $a\times b\neq0$, `dotProduct_self_eq_zero` upgrades $|a\times b|^2\ge0$ to a strict inequality, which is the hypothesis $d^2<(rs)^2$.

Both final theorems begin by rewriting the traces as real numbers. `golden_thompson` splits on whether `a ⨯₃ b = 0` and uses the equality or the strict inequality. In `golden_thompson_eq_iff` the forward direction argues by contradiction, since a nonzero cross product would make the inequality strict, and the backward direction is the equality case multiplied by two.
